# Wigner sampling of a displaced harmonic mode keeps the mean and variance of the Franck–Condon spectrum but loses its skewness

In a simple form of the nuclear-ensemble calculation of an absorption spectrum, geometries are drawn from the Wigner distribution of the vibrational ground state, the vertical energy gap is computed at each geometry, and the gaps are collected in a histogram with equal weights. Take one harmonic mode whose equilibrium position shifts on excitation while its frequency stays the same, and a transition dipole that does not depend on the geometry. For many samples and narrow bins, this histogram then tends to a symmetric distribution with the same mean and variance as the exact Franck–Condon line spectrum, which is itself not symmetric.

## Two equal moments and one that differs

Let ω > 0 be the vibrational quantum, in units with ħ = 1, and let S > 0 be the Huang–Rhys factor, which measures the displacement between the two potentials. Energies E are counted from the 0–0 line. The exact spectrum has lines at E = ωn, for n = 0, 1, 2, …, with weights

p(n) = exp(−S) Sⁿ / n!

The sampled gap is

E = ω(S + √(2S) q)

where the dimensionless coordinate q has density ρ(q) = exp(−q²)/√π. The moments are:

- mean: ωS for both;
- variance: ω²S for both;
- third central moment: ω³S for the exact spectrum, 0 for the sampled gap.

## Checking a sampling routine on one mode

These values give reference numbers for a code that samples geometries and evaluates gaps. On a one-mode displaced-oscillator model, the sampled mean and variance should approach ωS and ω²S, and the third central moment should approach zero. More samples do not restore the missing skewness: in this harmonic, equal-frequency model, the sampled distribution converges to a symmetric one as the ensemble grows.

Divided by the cube of the standard deviation, the exact third central moment gives the skewness 1/√S. It tends to zero as S grows, so for a single-mode spectrum the lost asymmetry is largest, relative to the width, when S is small.

## From overlap amplitudes and a Gaussian to the moments

**Exact lines.** The upper oscillator is centred at q = −√(2S), so its annihilation operator is (q + √(2S) + d/dq)/√2. The initial vibrational ground state is proportional to exp(−q²/2), which q + d/dq sends to zero. It is therefore an eigenstate of the upper annihilation operator with eigenvalue √S. With the phase chosen so that c(0) is real, its overlap amplitudes c(n) with the upper levels are real and obey

√(n+1) c(n+1) = √S c(n)

Squaring gives (n+1) c(n+1)² = S c(n)², hence c(n)² = c(0)² Sⁿ/n!. The squares sum to one, so c(0)² = exp(−S) and c(n)² = p(n).

The weights satisfy (n+1) p(n+1) = S p(n). In a sum containing a factor n, the term n = 0 vanishes, and shifting the index gives

Σ p(n) n f(n) = Σ p(n+1) (n+1) f(n+1) = S Σ p(n) f(n+1)

Writing ⟨·⟩ for an average and taking f(n) = 1, n and n² in turn:

⟨n⟩ = S

⟨n²⟩ = S⟨n+1⟩ = S² + S

⟨n³⟩ = S⟨(n+1)²⟩ = S³ + 3S² + S

The central moments follow by expansion:

⟨(n−S)²⟩ = (S² + S) − 2S² + S² = S

⟨(n−S)³⟩ = (S³ + 3S² + S) − 3S(S² + S) + 3S³ − S³ = S

Since E = ωn, these are multiplied by ω² and ω³, and the mean by ω.

**Sampled gap.** The difference of the two harmonic potentials is

ω(q + √(2S))²/2 − ωq²/2 = ω(S + √(2S) q)

The density ρ is normalised and even, so its odd moments vanish. For the second moment, integrate

d/dq [qρ(q)] = ρ(q) − 2q²ρ(q)

over the whole line. The left side gives zero because qρ(q) vanishes at both ends, so ⟨q²⟩ = 1/2. The mean gap is ωS, and the centred gap is ω√(2S) q. Its variance is ω² · 2S · 1/2 = ω²S, and its third moment is proportional to ⟨q³⟩ = 0.

## The Lean file

```lean
import Mathlib

open MeasureTheory

namespace DisplacedOscillatorSkewness

noncomputable section

/-- Franck-Condon weight of the line with `n` vibrational quanta, for Huang-Rhys factor `S`. -/
def fcWeight (S : ℝ) (n : ℕ) : ℝ := Real.exp (-S) * S ^ n / (n.factorial : ℝ)

/-- Average of `f` (energy) over the exact line spectrum, with lines at `ω n`. -/
def lineAverage (ω S : ℝ) (f : ℝ → ℝ) : ℝ := ∑' n : ℕ, fcWeight S n * f (ω * n)

/-- Vertical energy gap at coordinate `q`: the displaced upper harmonic potential minus the
lower one. -/
def gap (ω S q : ℝ) : ℝ := ω * (q + Real.sqrt (2 * S)) ^ 2 / 2 - ω * q ^ 2 / 2

/-- Position density of the vibrational ground state in the dimensionless coordinate. -/
def wignerDensity (q : ℝ) : ℝ := Real.exp (-q ^ 2) / Real.sqrt Real.pi

/-- Average of `f` (energy gap) over positions sampled from the ground-state density. -/
def sampledAverage (ω S : ℝ) (f : ℝ → ℝ) : ℝ := ∫ q, f (gap ω S q) * wignerDensity q

/-- Neighbouring Franck-Condon weights are linked by `(n + 1) p (n + 1) = S p n`. -/
theorem fcWeight_succ (S : ℝ) (n : ℕ) :
    ((n : ℝ) + 1) * fcWeight S (n + 1) = S * fcWeight S n := by
  have h1 : (n.factorial : ℝ) ≠ 0 := by positivity
  have h2 : (n : ℝ) + 1 ≠ 0 := by positivity
  simp only [fcWeight, Nat.factorial_succ, pow_succ]
  push_cast
  field_simp

/-- The Franck-Condon weights sum to one. -/
theorem fcWeight_hasSum (S : ℝ) : HasSum (fcWeight S) 1 := by
  have h : HasSum (fun n : ℕ => S ^ n / (n.factorial : ℝ)) (Real.exp S) := by
    rw [Real.exp_eq_exp_ℝ]
    exact NormedSpace.expSeries_div_hasSum_exp S
  have e1 : fcWeight S = fun n : ℕ => Real.exp (-S) * (S ^ n / (n.factorial : ℝ)) := by
    funext n
    simp only [fcWeight]
    ring
  have e2 : Real.exp (-S) * Real.exp S = 1 := by
    rw [← Real.exp_add]
    simp
  rw [e1, ← e2]
  exact h.mul_left (Real.exp (-S))

/-- For `S ≥ 0`, real amplitudes `c n` whose squares sum to one and which obey `√(n + 1) c (n + 1) =
√S c n` have squares equal to the Franck-Condon weights. -/
theorem sq_amplitude_eq_fcWeight {S : ℝ} (hS : 0 ≤ S) (c : ℕ → ℝ)
    (hnorm : HasSum (fun n => c n ^ 2) 1)
    (hlad : ∀ n : ℕ, Real.sqrt ((n : ℝ) + 1) * c (n + 1) = Real.sqrt S * c n) (n : ℕ) :
    c n ^ 2 = fcWeight S n := by
  -- the squared ladder relation fixes all weights up to a common factor
  have form : ∀ m, c m ^ 2 = (c 0 ^ 2 * Real.exp S) * fcWeight S m := by
    intro m
    induction m with
    | zero => simp [fcWeight, mul_assoc, ← Real.exp_add]
    | succ m ih =>
      have hm : (m : ℝ) + 1 ≠ 0 := by positivity
      have h : (Real.sqrt ((m : ℝ) + 1) * c (m + 1)) ^ 2 = (Real.sqrt S * c m) ^ 2 := by
        rw [hlad m]
      rw [mul_pow, mul_pow, Real.sq_sqrt (by positivity), Real.sq_sqrt hS] at h
      apply mul_left_cancel₀ hm
      linear_combination h + S * ih - (c 0 ^ 2 * Real.exp S) * fcWeight_succ S m
  -- normalisation fixes the factor
  have hf : (fun m => c m ^ 2) = fun m => (c 0 ^ 2 * Real.exp S) * fcWeight S m := funext form
  rw [hf] at hnorm
  have h1 := hnorm.unique ((fcWeight_hasSum S).mul_left (c 0 ^ 2 * Real.exp S))
  rw [form n]
  linear_combination (-fcWeight S n) * h1

/-- For `S ≥ 0`, the amplitudes `c n = √(p n)`, with `p` the Franck-Condon weights, have squares
summing to one and obey `√(n + 1) c (n + 1) = √S c n`. -/
theorem sq_amplitude_eq_fcWeight_witness {S : ℝ} (hS : 0 ≤ S) :
    HasSum (fun n => Real.sqrt (fcWeight S n) ^ 2) 1 ∧
    ∀ n : ℕ, Real.sqrt ((n : ℝ) + 1) * Real.sqrt (fcWeight S (n + 1)) =
      Real.sqrt S * Real.sqrt (fcWeight S n) := by
  constructor
  · have hf : (fun n => Real.sqrt (fcWeight S n) ^ 2) = fcWeight S := by
      funext n
      exact Real.sq_sqrt (by unfold fcWeight; positivity)
    rw [hf]
    exact fcWeight_hasSum S
  · intro n
    rw [← Real.sqrt_mul (by positivity), ← Real.sqrt_mul hS, fcWeight_succ]

/-- Average of an arbitrary cubic polynomial in the number of quanta over the exact spectrum. -/
theorem fcWeight_cubic (S a b c d : ℝ) :
    HasSum (fun n : ℕ => fcWeight S n * (a + b * n + c * (n : ℝ) ^ 2 + d * (n : ℝ) ^ 3))
      (a + b * S + c * (S ^ 2 + S) + d * (S ^ 3 + 3 * S ^ 2 + S)) := by
  -- a factor `n` is traded for a factor `S` and a shift by one quantum
  have shift : ∀ (f : ℕ → ℝ) (m : ℝ), HasSum (fun n => fcWeight S n * f (n + 1)) m →
      HasSum (fun n : ℕ => fcWeight S n * ((n : ℝ) * f n)) (S * m) := by
    intro f m h
    have e1 : (fun n : ℕ => fcWeight S (n + 1) * (((n + 1 : ℕ) : ℝ) * f (n + 1))) =
        fun n : ℕ => S * (fcWeight S n * f (n + 1)) := by
      funext n
      push_cast
      linear_combination f (n + 1) * fcWeight_succ S n
    have h2 : HasSum (fun n : ℕ => fcWeight S (n + 1) * (((n + 1 : ℕ) : ℝ) * f (n + 1)))
        (S * m) := by
      rw [e1]
      exact h.mul_left S
    refine (hasSum_nat_add_iff' 1).mp ?_
    simpa using h2
  have m0 := fcWeight_hasSum S
  have m1 : HasSum (fun n : ℕ => fcWeight S n * (n : ℝ)) S := by
    simpa using shift (fun _ => 1) 1 (by simpa using m0)
  have m2 : HasSum (fun n : ℕ => fcWeight S n * ((n : ℝ) * (n : ℝ))) (S * (S + 1)) := by
    refine shift (fun n => (n : ℝ)) (S + 1) ?_
    convert m1.add m0 using 1
    funext n
    push_cast
    ring
  have m3 : HasSum (fun n : ℕ => fcWeight S n * ((n : ℝ) * (n : ℝ) ^ 2))
      (S * (S * (S + 1) + 2 * S + 1)) := by
    refine shift (fun n => (n : ℝ) ^ 2) _ ?_
    convert (m2.add (m1.mul_left 2)).add m0 using 1
    funext n
    push_cast
    ring
  have hf : (fun n : ℕ => fcWeight S n * (a + b * n + c * (n : ℝ) ^ 2 + d * (n : ℝ) ^ 3)) =
      fun n : ℕ => a * fcWeight S n + b * (fcWeight S n * (n : ℝ)) +
        c * (fcWeight S n * ((n : ℝ) * (n : ℝ))) +
        d * (fcWeight S n * ((n : ℝ) * (n : ℝ) ^ 2)) := by
    funext n
    ring
  have hv : a + b * S + c * (S ^ 2 + S) + d * (S ^ 3 + 3 * S ^ 2 + S) =
      a * 1 + b * S + c * (S * (S + 1)) + d * (S * (S * (S + 1) + 2 * S + 1)) := by
    ring
  rw [hf, hv]
  exact (((m0.mul_left a).add (m1.mul_left b)).add (m2.mul_left c)).add (m3.mul_left d)

/-- The vertical gap is linear in the coordinate: `ω (S + √(2S) q)`. -/
theorem gap_eq {S : ℝ} (hS : 0 ≤ S) (ω q : ℝ) :
    gap ω S q = ω * (S + Real.sqrt (2 * S) * q) := by
  have h := Real.sq_sqrt (show 0 ≤ 2 * S by positivity)
  unfold gap
  linear_combination (ω / 2) * h

/-- Every power of the coordinate is integrable against the ground-state density. -/
theorem wignerDensity_integrable (k : ℕ) : Integrable (fun q => q ^ k * wignerDensity q) := by
  have hk : (-1 : ℝ) < (k : ℝ) := by
    have : (0 : ℝ) ≤ (k : ℝ) := Nat.cast_nonneg k
    linarith
  have h := (integrable_rpow_mul_exp_neg_mul_sq one_pos hk).div_const (Real.sqrt Real.pi)
  refine h.congr (Filter.Eventually.of_forall fun q => ?_)
  show q ^ (k : ℝ) * Real.exp (-1 * q ^ 2) / Real.sqrt Real.pi =
    q ^ k * (Real.exp (-q ^ 2) / Real.sqrt Real.pi)
  rw [Real.rpow_natCast, neg_one_mul, mul_div_assoc]

/-- The ground-state density is normalised, has second moment `1/2`, and all its odd moments
vanish. -/
theorem wignerDensity_moments :
    (∫ q, wignerDensity q) = 1 ∧ (∫ q, q ^ 2 * wignerDensity q) = 1 / 2 ∧
    ∀ k : ℕ, (∫ q, q ^ (2 * k + 1) * wignerDensity q) = 0 := by
  have n0 : (∫ q, wignerDensity q) = 1 := by
    have h := integral_gaussian 1
    simp only [neg_mul, one_mul, div_one] at h
    simp only [wignerDensity]
    rw [integral_div, h, div_self (by positivity)]
  refine ⟨n0, ?_, fun k => ?_⟩
  · -- integrate the derivative of `q ρ(q)` over the whole line
    have hd : ∀ q, HasDerivAt (fun x => x * wignerDensity x)
        (wignerDensity q - 2 * (q ^ 2 * wignerDensity q)) q := by
      intro q
      have h1 : HasDerivAt (fun x : ℝ => -x ^ 2) (-(2 * q)) q :=
        ((hasDerivAt_pow 2 q).fun_neg).congr_deriv (by norm_num)
      have h2 := (hasDerivAt_id' q).fun_mul (h1.exp.div_const (Real.sqrt Real.pi))
      simp only [wignerDensity]
      exact h2.congr_deriv (by ring)
    have i0 : Integrable wignerDensity := by simpa using wignerDensity_integrable 0
    have i1 : Integrable (fun q => q * wignerDensity q) := by
      simpa using wignerDensity_integrable 1
    have i2 := (wignerDensity_integrable 2).const_mul 2
    have h := integral_eq_zero_of_hasDerivAt_of_integrable hd (i0.sub i2) i1
    rw [integral_sub i0 i2, integral_const_mul, n0] at h
    linarith
  · -- reflection `q → -q`
    have h := integral_neg_eq_self (fun q : ℝ => q ^ (2 * k + 1) * wignerDensity q) volume
    have hodd : ∀ q : ℝ, (-q) ^ (2 * k + 1) * wignerDensity (-q) =
        -(q ^ (2 * k + 1) * wignerDensity q) := by
      intro q
      rw [Odd.neg_pow ⟨k, rfl⟩]
      simp only [wignerDensity, neg_sq]
      ring
    simp only [hodd, integral_neg] at h
    linarith

/-- Each moment of the sampled gap about `ω S` is a convergent integral, equal to a scaled moment of
the coordinate. -/
theorem sampled_central {S : ℝ} (hS : 0 ≤ S) (ω : ℝ) (k : ℕ) :
    Integrable (fun q => (gap ω S q - ω * S) ^ k * wignerDensity q) ∧
    sampledAverage ω S (fun E => (E - ω * S) ^ k) =
      (ω * Real.sqrt (2 * S)) ^ k * ∫ q, q ^ k * wignerDensity q := by
  have hf : (fun q => (gap ω S q - ω * S) ^ k * wignerDensity q) =
      fun q => (ω * Real.sqrt (2 * S)) ^ k * (q ^ k * wignerDensity q) := by
    funext q
    have e : gap ω S q - ω * S = ω * Real.sqrt (2 * S) * q := by
      rw [gap_eq hS]
      ring
    rw [e, mul_pow _ q, mul_assoc]
  constructor
  · rw [hf]
    exact (wignerDensity_integrable k).const_mul _
  · show (∫ q, (gap ω S q - ω * S) ^ k * wignerDensity q) = _
    rw [hf, integral_const_mul]

/-- The exact spectrum and the Wigner-sampled gap have the same mean `ω S` and variance `ω² S`,
but the third central moment is `ω³ S` for the former and zero, hence smaller, for the latter. -/
theorem wigner_sampling_loses_skewness {ω S : ℝ} (hω : 0 < ω) (hS : 0 < S) :
    (lineAverage ω S (fun E => E) = ω * S ∧ sampledAverage ω S (fun E => E) = ω * S) ∧
    (lineAverage ω S (fun E => (E - ω * S) ^ 2) = ω ^ 2 * S ∧
      sampledAverage ω S (fun E => (E - ω * S) ^ 2) = ω ^ 2 * S) ∧
    (lineAverage ω S (fun E => (E - ω * S) ^ 3) = ω ^ 3 * S ∧
      sampledAverage ω S (fun E => (E - ω * S) ^ 3) = 0) ∧
    sampledAverage ω S (fun E => (E - ω * S) ^ 3) <
      lineAverage ω S (fun E => (E - ω * S) ^ 3) := by
  have key : ∀ (f : ℝ → ℝ) (a b c d : ℝ),
      (∀ n : ℕ, f (ω * n) = a + b * n + c * (n : ℝ) ^ 2 + d * (n : ℝ) ^ 3) →
      lineAverage ω S f = a + b * S + c * (S ^ 2 + S) + d * (S ^ 3 + 3 * S ^ 2 + S) := by
    intro f a b c d h
    unfold lineAverage
    simp only [h]
    exact (fcWeight_cubic S a b c d).tsum_eq
  obtain ⟨n0, n2, nodd⟩ := wignerDensity_moments
  have n1 : (∫ q, q ^ 1 * wignerDensity q) = 0 := nodd 0
  have n3 : (∫ q, q ^ 3 * wignerDensity q) = 0 := nodd 1
  have l3 : lineAverage ω S (fun E => (E - ω * S) ^ 3) = ω ^ 3 * S :=
    (key _ (-(ω * S) ^ 3) (3 * ω * (ω * S) ^ 2) (-3 * ω ^ 2 * (ω * S)) (ω ^ 3)
      (fun n => by ring)).trans (by ring)
  have s3 : sampledAverage ω S (fun E => (E - ω * S) ^ 3) = 0 := by
    rw [(sampled_central hS.le ω 3).2, n3, mul_zero]
  refine ⟨⟨?_, ?_⟩, ⟨?_, ?_⟩, ⟨l3, s3⟩, ?_⟩
  · exact (key _ 0 ω 0 0 (fun n => by ring)).trans (by ring)
  · have hf : (fun q => gap ω S q * wignerDensity q) = fun q =>
        ω * S * wignerDensity q + ω * Real.sqrt (2 * S) * (q ^ 1 * wignerDensity q) := by
      funext q
      rw [gap_eq hS.le]
      ring
    have i0 : Integrable wignerDensity := by simpa using wignerDensity_integrable 0
    show (∫ q, gap ω S q * wignerDensity q) = _
    rw [hf, integral_add (i0.const_mul _) ((wignerDensity_integrable 1).const_mul _),
      integral_const_mul, integral_const_mul, n0, n1]
    ring
  · exact (key _ ((ω * S) ^ 2) (-2 * ω * (ω * S)) (ω ^ 2) 0
      (fun n => by ring)).trans (by ring)
  · rw [(sampled_central hS.le ω 2).2, n2, mul_pow, Real.sq_sqrt (by positivity)]
    ring
  · rw [l3, s3]
    positivity

end

end DisplacedOscillatorSkewness
```

```lean
#print axioms DisplacedOscillatorSkewness.sq_amplitude_eq_fcWeight
#print axioms DisplacedOscillatorSkewness.wigner_sampling_loses_skewness
```

```
'DisplacedOscillatorSkewness.sq_amplitude_eq_fcWeight' depends on axioms: [propext, Classical.choice, Quot.sound]
'DisplacedOscillatorSkewness.wigner_sampling_loses_skewness' depends on axioms: [propext, Classical.choice, Quot.sound]
```

## How the theorem and its lemmas map to the model

The final theorem, `wigner_sampling_loses_skewness`, takes real numbers `ω` and `S` with `0 < ω` and `0 < S`. It states the three pairs of moments above and adds that the sampled third central moment is strictly smaller than the exact one. Here `fcWeight` is p(n), `lineAverage` is the infinite sum over lines, `gap` is the difference of potentials, `wignerDensity` is ρ, and `sampledAverage` is the integral over q.

On the discrete side, `fcWeight_succ` is the recursion and `fcWeight_hasSum` obtains normalisation from the exponential series. In `fcWeight_cubic`, the local step `shift` performs the index shift, and three uses of it yield the average of any cubic polynomial in n. Its `HasSum` conclusion includes convergence of the series.

The weights are linked to the quantum states by `sq_amplitude_eq_fcWeight`: real, normalised amplitudes obeying the ladder relation have squares p(n). An induction fixes them up to a common factor, and normalisation fixes the factor. The companion `sq_amplitude_eq_fcWeight_witness` shows that the amplitudes √p(n) meet both conditions.

On the continuous side, `gap_eq` expands the squares for S ≥ 0, and `wignerDensity_integrable` covers every power of q. `wignerDensity_moments` uses the derivative of qρ(q) for the second moment and the reflection q → −q for the odd ones. `sampled_central`, again for S ≥ 0, then reduces each central moment of the gap to a scaled moment of q. It also proves integrability, which matters because Lean assigns the value zero to the integral of a non-integrable function, and zero is the value claimed for the third moment.

In the final proof, `key` matches each function of ωn to a cubic polynomial, `ring` carries out the expansions, and `positivity` shows that ω³S > 0.

## One mode, equal frequencies, zero temperature

The theorem concerns a single harmonic mode starting in its vibrational ground state. Frequency changes, anharmonicity, mode mixing and thermal populations lie beyond it. The transition dipole is taken as constant (the Condon approximation), so Herzberg–Teller contributions are absent, and the averages carry no energy-dependent intensity prefactor.

The ladder relation enters the file as a hypothesis on the amplitudes; the operator argument that leads to it is given only in the derivation above. Likewise, the file starts from the position density and not from the full Wigner function. For this model that is enough, because the gap depends on position alone and the momenta integrate out. The averages are exact integrals, so the statistical error of a finite sample is not included.

The condition S > 0 is needed for the strict inequality. At S = 0 the potentials coincide: the exact spectrum is a single line at E = 0, and the sampled gap is zero at every q. Both third central moments are then zero, so the equalities survive but the strict inequality fails.
